# First-order core spin density at the nucleus in a two-orbital exchange model

Let an occupied core orbital lie a gap \(D>0\) below an empty second orbital, and let exchange with an open shell act on the majority spin with strength \(t\):

\[
F(t)=\begin{pmatrix}-tx&-ty\\-ty&D-tw\end{pmatrix}.
\]

Here \(x,y,w\) are real exchange matrix elements in the two orthonormal orbitals, whose amplitudes at the nucleus are \(p\) (core) and \(q\). If \(u(t)=(u_0,u_1)\) is a unit eigenvector for the lowest eigenvalue of \(F(t)\), the majority-spin core density at the nucleus, \(n(t)=(pu_0+qu_1)^2\), satisfies

\[
n(0)=p^2,\qquad n'(0)=\frac{2pqy}{D}.
\]

The minority-spin core orbital is taken to feel no exchange with the open shell, so its density stays at \(p^2\) and the induced core spin density is \(n(t)-p^2\). For small \(t>0\) it is positive if \(pqy>0\) and negative if \(pqy<0\).

## Core polarization in unrestricted codes

In a spin-unrestricted Hartree–Fock calculation the two core orbitals of a pair may differ, and the difference of their densities at the nucleus enters the Fermi contact term. The formula gives the first-order part of that difference for two orbitals and a fixed exchange matrix, without self-consistent response.

In this model, a code that scales the exchange by \(t\) can compare a finite-difference slope with \(2pqy/D\). The density doesn't change when the eigensolver returns \(-u\) instead of \(u\), so no phase alignment between values of \(t\) is needed. Nor does \(pqy\) depend on the sign convention of either basis orbital, since reversing one changes two of the three factors.

## From the eigenvalue equation to the slope

The two rows of \(F(t)u=Eu\) are

\[
-txu_0-tyu_1=Eu_0,\qquad -tyu_0+(D-tw)u_1=Eu_1 .
\]

Multiply the second by \(u_0\), the first by \(u_1\), and subtract:

\[
u_0u_1\,[D+t(x-w)]=ty\,(u_0^2-u_1^2).
\]

To bound the admixture \(u_1\), take the bare core orbital \((1,0)\) as trial vector, which gives \(E\le -tx\). The expectation value in \(u\) is

\[
E=-txu_0^2-2tyu_0u_1+(D-tw)u_1^2 .
\]

Writing \(tx=tx(u_0^2+u_1^2)\) and combining the two,

\[
Du_1^2\le tu_1\,[(w-x)u_1+2yu_0].
\]

Since \(|u_0|,|u_1|\le1\), it follows that

\[
|u_1|\le C|t|,\qquad C=\frac{|w-x|+2|y|}{D}.
\]

At \(t=0\) this forces \(u_1=0\) and \(u_0^2=1\), hence \(n(0)=p^2\). For other \(t\), normalisation gives

\[
n(t)-p^2=(q^2-p^2)u_1^2+2pq\,u_0u_1 .
\]

Insert the mixing identity with \(u_0^2-u_1^2=1-2u_1^2\) and divide by \(t\neq0\), with \(t\) small enough that \(D+t(x-w)\neq0\):

\[
\frac{n(t)-p^2}{t}=(q^2-p^2)\frac{u_1^2}{t}+\frac{2pqy\,(1-2u_1^2)}{D+t(x-w)} .
\]

The first term is at most \(|q^2-p^2|C^2|t|\) in size and vanishes as \(t\to0\); the second tends to \(2pqy/D\). A nonzero slope fixes the sign of \(n(t)-p^2\) for small positive \(t\).

A special case has a closed form. For \(x=w\) and \(p=q\),

\[
n(t)-p^2=\frac{2p^2ty}{\sqrt{D^2+4t^2y^2}},
\]

which has slope \(2p^2y/D\) at zero and never exceeds \(p^2\) in magnitude.

## The Lean file

```lean
import Mathlib

open Matrix Filter Topology

namespace CoreSpinPolarization

noncomputable section

/-- `u` is a unit eigenvector of `M` whose eigenvalue `E` bounds the quadratic form of `M`
from below. -/
def IsLowestState {ι : Type*} [Fintype ι] (M : Matrix ι ι ℝ) (E : ℝ) (u : ι → ℝ) : Prop :=
  u ⬝ᵥ u = 1 ∧ M *ᵥ u = E • u ∧ ∀ v : ι → ℝ, E * (v ⬝ᵥ v) ≤ v ⬝ᵥ (M *ᵥ v)

/-- Fock matrix of the majority spin in a core and a higher orbital with gap `D`: exchange with
the open shell has strength `t` and matrix elements `x`, `y`, `w`. -/
def exchangeFock (D x y w t : ℝ) : Matrix (Fin 2) (Fin 2) ℝ :=
  !![-(t * x), -(t * y); -(t * y), D - t * w]

/-- Every real symmetric matrix of nonzero size has a lowest state. -/
theorem exists_lowestState {ι : Type*} [Fintype ι] [DecidableEq ι] [Nonempty ι]
    (M : Matrix ι ι ℝ) (hM : Mᵀ = M) : ∃ E u, IsLowestState M E u := by
  -- minimise the energy on the compact unit sphere
  have hc : IsCompact {v : ι → ℝ | v ⬝ᵥ v = 1} := by
    refine Metric.isCompact_of_isClosed_isBounded
      (isClosed_eq (by unfold dotProduct; fun_prop) continuous_const)
      ((Metric.isBounded_closedBall (x := (0 : ι → ℝ)) (r := 1)).subset fun v hv => ?_)
    rw [mem_closedBall_zero_iff, pi_norm_le_iff_of_nonneg zero_le_one]
    intro i
    have h : v i * v i ≤ v ⬝ᵥ v := Finset.single_le_sum (f := fun i => v i * v i)
      (fun i _ => mul_self_nonneg (v i)) (Finset.mem_univ i)
    have hv' : v ⬝ᵥ v = 1 := hv
    exact abs_le.mpr ⟨by nlinarith, by nlinarith⟩
  have hf : Continuous fun v : ι → ℝ => v ⬝ᵥ (M *ᵥ v) := by
    unfold Matrix.mulVec dotProduct; fun_prop
  obtain ⟨u, hu, hmin⟩ := hc.exists_isMinOn
    ⟨Pi.single (Classical.arbitrary ι) 1, by simp⟩ hf.continuousOn
  have hu1 : u ⬝ᵥ u = 1 := hu
  obtain ⟨E, hE⟩ : ∃ E, E = u ⬝ᵥ (M *ᵥ u) := ⟨_, rfl⟩
  have hlow : ∀ v : ι → ℝ, E * (v ⬝ᵥ v) ≤ v ⬝ᵥ (M *ᵥ v) := by
    intro v
    by_cases hv : v = 0
    · simp [hv]
    have h0 : 0 ≤ v ⬝ᵥ v := Finset.sum_nonneg fun i _ => mul_self_nonneg (v i)
    have hpos : 0 < v ⬝ᵥ v := lt_of_le_of_ne h0 fun h => hv (dotProduct_self_eq_zero.mp h.symm)
    have hs : (√(v ⬝ᵥ v))⁻¹ * (√(v ⬝ᵥ v))⁻¹ = (v ⬝ᵥ v)⁻¹ := by
      rw [← mul_inv, Real.mul_self_sqrt h0]
    have hw : ((√(v ⬝ᵥ v))⁻¹ • v) ⬝ᵥ ((√(v ⬝ᵥ v))⁻¹ • v) = 1 := by
      rw [smul_dotProduct, dotProduct_smul, smul_eq_mul, smul_eq_mul, ← mul_assoc, hs,
        inv_mul_cancel₀ hpos.ne']
    have h : u ⬝ᵥ (M *ᵥ u) ≤ ((√(v ⬝ᵥ v))⁻¹ • v) ⬝ᵥ (M *ᵥ ((√(v ⬝ᵥ v))⁻¹ • v)) := hmin hw
    rw [← hE, Matrix.mulVec_smul, smul_dotProduct, dotProduct_smul, smul_eq_mul, smul_eq_mul,
      ← mul_assoc, hs, inv_mul_eq_div, le_div_iff₀ hpos] at h
    exact h
  refine ⟨E, u, hu1, ?_, hlow⟩
  -- the residual `r` vanishes because the energy is stationary along it
  obtain ⟨r, hr⟩ : ∃ r, r = M *ᵥ u - E • u := ⟨_, rfl⟩
  have hrr : r ⬝ᵥ r = r ⬝ᵥ (M *ᵥ u) - E * (r ⬝ᵥ u) := by
    nth_rewrite 2 [hr]
    rw [dotProduct_sub, dotProduct_smul, smul_eq_mul]
  have hsym : u ⬝ᵥ (M *ᵥ r) = r ⬝ᵥ (M *ᵥ u) := by
    rw [Matrix.dotProduct_mulVec, ← Matrix.mulVec_transpose, hM, dotProduct_comm]
  have hd := discrim_le_zero (a := r ⬝ᵥ (M *ᵥ r) - E * (r ⬝ᵥ r))
    (b := 2 * (r ⬝ᵥ (M *ᵥ u) - E * (r ⬝ᵥ u))) (c := 0) (fun s => by
      have h := hlow (u + s • r)
      simp only [Matrix.mulVec_add, Matrix.mulVec_smul, dotProduct_add, add_dotProduct,
        dotProduct_smul, smul_dotProduct, smul_eq_mul] at h
      rw [hsym, dotProduct_comm u r, hu1, ← hE] at h
      linarith)
  rw [← hrr, discrim] at hd
  have hz : r ⬝ᵥ r = 0 := by nlinarith [sq_nonneg (r ⬝ᵥ r)]
  exact sub_eq_zero.mp (hr ▸ dotProduct_self_eq_zero.mp hz)

variable {D x y w : ℝ}

/-- Exact relation between orbital mixing and exchange, at any strength `t`. -/
theorem mixing_identity {t E : ℝ} {u : Fin 2 → ℝ}
    (h : IsLowestState (exchangeFock D x y w t) E u) :
    u 0 * u 1 * (D + t * (x - w)) = t * y * (u 0 ^ 2 - u 1 ^ 2) := by
  have h0 := congrFun h.2.1 0
  have h1 := congrFun h.2.1 1
  simp [exchangeFock, Matrix.mulVec, dotProduct, Fin.sum_univ_two] at h0 h1
  linear_combination u 0 * h1 - u 1 * h0

/-- For a gap `D > 0` the admixture of the higher orbital is at most linear in the exchange
strength. -/
theorem admixture_le (hD : 0 < D) {t E : ℝ} {u : Fin 2 → ℝ}
    (h : IsLowestState (exchangeFock D x y w t) E u) :
    |u 1| ≤ (|w - x| + 2 * |y|) / D * |t| := by
  have hn : u 0 * u 0 + u 1 * u 1 = 1 := by
    have h2 := h.1
    rwa [dotProduct, Fin.sum_univ_two] at h2
  have h0 := congrFun h.2.1 0
  have h1 := congrFun h.2.1 1
  simp [exchangeFock, Matrix.mulVec, dotProduct, Fin.sum_univ_two] at h0 h1
  -- the bare core orbital as trial function
  have hE : E ≤ -(t * x) := by
    simpa [exchangeFock, Matrix.mulVec, dotProduct, Fin.sum_univ_two] using h.2.2 ![1, 0]
  have hE' : E = -(t * x) * (u 0 * u 0) - 2 * t * y * (u 0 * u 1)
      + (D - t * w) * (u 1 * u 1) := by
    linear_combination -u 0 * h0 - u 1 * h1 - E * hn
  have hx : t * x * (u 0 * u 0 + u 1 * u 1) = t * x := by rw [hn, mul_one]
  have key : D * (u 1 * u 1) ≤ t * u 1 * ((w - x) * u 1 + 2 * y * u 0) := by linarith
  have ha : |u 0| ≤ 1 := abs_le.mpr
    ⟨by nlinarith [mul_self_nonneg (u 1)], by nlinarith [mul_self_nonneg (u 1)]⟩
  have hb : |u 1| ≤ 1 := abs_le.mpr
    ⟨by nlinarith [mul_self_nonneg (u 0)], by nlinarith [mul_self_nonneg (u 0)]⟩
  have hs : |(w - x) * u 1 + 2 * y * u 0| ≤ |w - x| + 2 * |y| := by
    have h3 := norm_add_le ((w - x) * u 1) (2 * y * u 0)
    simp only [Real.norm_eq_abs, abs_mul, abs_two] at h3
    linarith [mul_le_of_le_one_right (abs_nonneg (w - x)) hb,
      mul_le_of_le_one_right (abs_nonneg y) ha]
  by_cases hu : u 1 = 0
  · rw [hu, abs_zero]
    positivity
  rw [div_mul_eq_mul_div, le_div_iff₀ hD]
  refine le_of_mul_le_mul_right ?_ (abs_pos.mpr hu)
  calc |u 1| * D * |u 1| = D * (u 1 * u 1) := by rw [← abs_mul_abs_self (u 1)]; ring
    _ ≤ |t * u 1 * ((w - x) * u 1 + 2 * y * u 0)| := key.trans (le_abs_self _)
    _ = |(w - x) * u 1 + 2 * y * u 0| * (|t| * |u 1|) := by rw [abs_mul, abs_mul]; ring
    _ ≤ (|w - x| + 2 * |y|) * (|t| * |u 1|) := mul_le_mul_of_nonneg_right hs (by positivity)
    _ = _ := by ring

/-- Without exchange and for `D > 0`, the core density at the nucleus is `p ^ 2`, with `p` the
amplitude of the bare core orbital there. -/
theorem bare_density (p q : ℝ) (hD : 0 < D) {E : ℝ} {u : Fin 2 → ℝ}
    (h : IsLowestState (exchangeFock D x y w 0) E u) : (p * u 0 + q * u 1) ^ 2 = p ^ 2 := by
  have hb : u 1 = 0 := by simpa using admixture_le hD h
  have hn := h.1
  rw [dotProduct, Fin.sum_univ_two, hb] at hn
  rw [hb]
  linear_combination p ^ 2 * hn

variable {E : ℝ → ℝ} {u : ℝ → Fin 2 → ℝ}

/-- Core polarization: for a gap `D > 0` and orbital amplitudes `p`, `q` at the nucleus, the
majority-spin core density there has derivative `2 p q y / D` at zero exchange. -/
theorem density_hasDerivAt (p q : ℝ) (hD : 0 < D)
    (h : ∀ t, IsLowestState (exchangeFock D x y w t) (E t) (u t)) :
    HasDerivAt (fun t => (p * u t 0 + q * u t 1) ^ 2) (2 * p * q * y / D) 0 := by
  obtain ⟨C, hC⟩ : ∃ C, ∀ t, |u t 1| ≤ C * |t| := ⟨_, fun t => admixture_le hD (h t)⟩
  have hl : ∀ c : ℝ, Tendsto (fun t : ℝ => c * |t|) (𝓝 0) (𝓝 0) := fun c => by
    have hc : Continuous fun t : ℝ => c * |t| := by fun_prop
    simpa using hc.tendsto 0
  have hu : Tendsto (fun t => u t 1) (𝓝 0) (𝓝 0) :=
    squeeze_zero_norm (a := fun t => C * |t|) hC (hl C)
  have hG : Tendsto (fun t => u t 1 * u t 1 / t) (𝓝 0) (𝓝 0) := by
    refine squeeze_zero_norm (a := fun t => C * C * |t|) (fun t => ?_) (hl (C * C))
    change ‖u t 1 * u t 1 / t‖ ≤ C * C * |t|
    rw [Real.norm_eq_abs, abs_div, abs_mul]
    refine div_le_of_le_mul₀ (abs_nonneg _) (mul_nonneg (mul_self_nonneg C) (abs_nonneg t)) ?_
    calc |u t 1| * |u t 1| ≤ (C * |t|) * (C * |t|) :=
          mul_le_mul (hC t) (hC t) (abs_nonneg _) ((abs_nonneg _).trans (hC t))
      _ = _ := by ring
  have den : Tendsto (fun t : ℝ => D + t * (x - w)) (𝓝 0) (𝓝 D) := by
    have hc : Continuous fun t : ℝ => D + t * (x - w) := by fun_prop
    simpa using hc.tendsto 0
  have num : Tendsto (fun t => 2 * p * q * y * (1 - 2 * (u t 1 * u t 1))) (𝓝 0)
      (𝓝 (2 * p * q * y * (1 - 2 * (0 * 0)))) :=
    (tendsto_const_nhds.sub ((hu.mul hu).const_mul 2)).const_mul _
  have hF : Tendsto (fun t => (q ^ 2 - p ^ 2) * (u t 1 * u t 1 / t)
      + 2 * p * q * y * (1 - 2 * (u t 1 * u t 1)) / (D + t * (x - w))) (𝓝 0)
      (𝓝 (2 * p * q * y / D)) := by
    have hL : 2 * p * q * y / D
        = (q ^ 2 - p ^ 2) * 0 + 2 * p * q * y * (1 - 2 * (0 * 0)) / D := by ring
    rw [hL]
    exact (hG.const_mul _).add (num.div den hD.ne')
  -- the difference quotient of the density is the function in `hF`
  rw [hasDerivAt_iff_tendsto_slope]
  refine (hF.mono_left nhdsWithin_le_nhds).congr' ?_
  filter_upwards [(den.eventually_ne hD.ne').filter_mono nhdsWithin_le_nhds,
    self_mem_nhdsWithin] with t ht hne
  have hne' : t ≠ 0 := hne
  have hn := (h t).1
  rw [dotProduct, Fin.sum_univ_two] at hn
  have hab : u t 0 * u t 1 = t * y * (1 - 2 * (u t 1 * u t 1)) / (D + t * (x - w)) := by
    rw [eq_div_iff ht]
    linear_combination mixing_identity (h t) + t * y * hn
  have hbb : u t 1 * u t 1 / t * t = u t 1 * u t 1 := div_mul_cancel₀ _ hne'
  rw [slope_def_field, bare_density p q hD (h 0), sub_zero, eq_div_iff hne']
  linear_combination (q ^ 2 - p ^ 2) * hbb - 2 * p * q * hab - p ^ 2 * hn

/-- For a gap `D > 0` and weak exchange `t > 0`, the majority-spin core density at the nucleus
exceeds the bare value `p ^ 2` if `p q y > 0` and falls below it if `p q y < 0`. -/
theorem spin_density_either_sign (p q : ℝ) (hD : 0 < D)
    (h : ∀ t, IsLowestState (exchangeFock D x y w t) (E t) (u t)) :
    (0 < p * q * y → ∀ᶠ t in 𝓝[>] 0, p ^ 2 < (p * u t 0 + q * u t 1) ^ 2) ∧
    (p * q * y < 0 → ∀ᶠ t in 𝓝[>] 0, (p * u t 0 + q * u t 1) ^ 2 < p ^ 2) := by
  have key : ∀ (f : ℝ → ℝ) (L : ℝ), HasDerivAt f L 0 → f 0 = 0 → 0 < L →
      ∀ᶠ t in 𝓝[>] 0, 0 < f t := by
    intro f L hf h0 hL
    have hs := (hasDerivAt_iff_tendsto_slope.mp hf).eventually (lt_mem_nhds hL)
    have hs' := hs.filter_mono (nhdsWithin_mono 0
      (fun t (ht : t ∈ Set.Ioi (0 : ℝ)) => (Set.mem_Ioi.mp ht).ne'))
    filter_upwards [hs', self_mem_nhdsWithin] with t ht hpos
    rw [slope_def_field, h0, sub_zero, sub_zero] at ht
    exact (div_pos_iff_of_pos_right hpos).mp ht
  have hd := density_hasDerivAt p q hD h
  have h0 := bare_density p q hD (h 0)
  refine ⟨fun hp => ?_, fun hn => ?_⟩
  · filter_upwards [key _ _ (hd.sub_const (p ^ 2)) (sub_eq_zero.mpr h0)
      (div_pos (by linarith) hD)] with t ht
    exact sub_pos.mp ht
  · filter_upwards [key _ _ (hd.const_sub (p ^ 2)) (sub_eq_zero.mpr h0.symm)
      (neg_pos.mpr (div_neg_of_neg_of_pos (by linarith) hD))] with t ht
    exact sub_pos.mp ht

end

end CoreSpinPolarization
```

```lean
#print axioms CoreSpinPolarization.exists_lowestState
#print axioms CoreSpinPolarization.spin_density_either_sign
```

```
'CoreSpinPolarization.exists_lowestState' depends on axioms: [propext, Classical.choice, Quot.sound]
'CoreSpinPolarization.spin_density_either_sign' depends on axioms: [propext, Classical.choice, Quot.sound]
```

## Reading the statements and their proofs

`IsLowestState M E u` says that `u` has unit norm, that it is an eigenvector of `M` with eigenvalue `E`, and that `E` bounds the quadratic form of `M` from below. `exchangeFock D x y w t` is \(F(t)\), with the bare core energy as zero. Index `0` is the core orbital and index `1` the higher one.

`density_hasDerivAt` assumes `0 < D` and a lowest state `u t` for every real `t`. It assumes neither continuity of `u` nor a choice of sign. Such states are available: `exists_lowestState` provides one for every real symmetric matrix of nonzero size. Its proof minimises the quadratic form on the unit sphere. With the residual \(r=Mu-Eu\), the lower bound at \(u+sr\) reads \(as^2+2s\,(r\cdot r)\ge0\) for all real \(s\) and some fixed \(a\). The discriminant then forces \(r=0\).

The other lemmas match the derivation:

- `mixing_identity` combines the two rows, with `linear_combination` carrying out the multiplication and subtraction.
- `admixture_le` evaluates the lower bound at `![1, 0]` and obtains \(|u_1|\le C|t|\). It treats `u 1 = 0` separately before cancelling \(|u_1|\).
- `bare_density` is the case \(t=0\).
- `spin_density_either_sign` applies one argument, that a function with value zero and positive slope is positive just to the right, to \(n-p^2\) and to \(p^2-n\).

The device that lets an arbitrary eigenvector selection through is `hasDerivAt_iff_tendsto_slope`. It replaces the derivative by the limit of the difference quotient over \(t\ne0\), so `u` itself is never differentiated. The limit `hF` is proved for the explicit right-hand side above, and `congr'` transfers it to the quotient. This requires the two to agree only for \(t\neq0\) near zero, which is where both divisions are legitimate.

## Limits of the two-orbital model

The numbers \(x,y,w,p,q\) are given, not computed from orbitals, and the exchange matrix doesn't respond to the change in the core. The unpolarised minority orbital is a physical assumption that gives \(n(t)-p^2\) its meaning as a spin density. The open shell's own density at the nucleus is not part of it. The second orbital is taken to be empty in both spins. If both spins occupied both orbitals, the two majority-spin densities at the nucleus would add up to \(p^2+q^2\) for every \(t\), the same as for the minority spin, and the mixing would leave no net spin density there.

The sign theorem holds for all sufficiently small positive \(t\), written `∀ᶠ t in 𝓝[>] 0`, but names no threshold. It is silent when \(pqy=0\). The statements concern real numbers and true eigenvectors, so the rounding and convergence errors of an eigensolver need their own analysis.
